# For prime p, k ≥ 1 distinct domain lattices of order p give 1 + k(p − 1) diffraction spots per substrate reciprocal cell, and every p × p beam exactly when k = p + 1

## Several domains under one beam

An ordered overlayer often grows on a crystal surface in several domains, each with its own superlattice. A LEED or atom-scattering beam that is wide compared with the domains records all their patterns at once. The extra spots may then look like those of a single, larger superstructure. On a substrate with threefold symmetry, for instance, three rotated (2×1) domains light up the same beams as one (2×2) layer. How many different domain lattices does such an imitation take?

## Lattices, beams and intensities

Take substrate sites modulo a p × p supercell, with p prime. A site is a pair x = (x₁, x₂) of integers modulo p, in units of the substrate basis vectors. A beam is a pair q = (q₁, q₂), also modulo p, standing for the fractional-order position (q₁/p, q₂/p) in the dual reciprocal basis. Beams are thus counted modulo the substrate reciprocal lattice, and q = 0 represents all the integer-order beams. Write q·x = q₁x₁ + q₂x₂, modulo p.

A domain is described by the subgroup H of its overlayer translations. Domains that differ only by a shift have the same H and count as one. Its kinematic amplitude is

A_H(q) = Σ_{x∈H} exp(2πi q·x/p).

Different domains add incoherently, with populations w_H > 0:

I(q) = Σ_H w_H |A_H(q)|².

A spot is a beam with I(q) ≠ 0. The true p × p superstructure is the trivial subgroup {0}, since no shorter translation survives inside the supercell.

## The statement and its Lean form

If k ≥ 1 distinct subgroups of order p are populated, the pattern has 1 + k(p − 1) spots. It has the same spots as the p × p superstructure if and only if k = p + 1. Exactly p + 1 subgroups of order p exist, so the imitation requires every one of them.

In the file, `Cell p` holds both sites and beams, and `Fact p.Prime` carries the assumption on p. The dot product is `dot`, and `spots H` is the annihilator, the set of q with q·x = 0 for all x in H. The functions `amplitude` and `intensity` are A_H and I; `ZMod.stdAddChar` sends a to exp(2πi a/p). The finite set `pattern D w` collects the beams of nonzero intensity.

In `domain_pattern`, the populated domains form a `Finset` called `D`, so they are automatically distinct, and k is `D.card`. The hypothesis `hD` says k ≥ 1, `hcard` gives each domain order p, and `hw` makes each population positive. The p × p pattern is `pattern {⊥} (fun _ => 1)`, a single trivial subgroup with weight one. The theorem `card_domains` counts the subgroups of order p.

The model has one scatterer per overlayer site, perfect order within each domain, no multiple scattering and no interference between domains. Composite p is excluded. Equality of patterns means equality of spot positions, not of intensities. Within this kinematic, incoherent model, spot positions alone therefore cannot tell a p × p layer from a surface carrying all p + 1 domains.

## From lattice sums to the spot count

**Which beams a domain lights up.** If q·x = 0 for every x in H, all terms equal 1 and A_H(q) = |H|. Otherwise some y in H has q·y ≠ 0. The translation x ↦ x + y permutes H, so

exp(2πi q·y/p) A_H(q) = A_H(q).

The phase factor is not 1, hence A_H(q) = 0.

**Superposition.** Every term of I(q) is nonnegative, and the term of H is positive exactly when q annihilates H. The pattern is the union of the annihilators.

**Domains are lines.** Let H have order p, and let v ≠ 0 lie in H. The order of v divides p and is not 1, so v generates H, and H = {cv : c modulo p}. Then

x ∈ H ⇔ v₁x₂ − v₂x₁ = 0.

Multiples of v clearly satisfy the equation. Conversely, if v₁ ≠ 0, the equation gives x = (x₁/v₁)v. If v₁ = 0, then v₂ ≠ 0, so x₁ = 0 and x = (x₂/v₂)v.

**Annihilators are turned lines.** Put Jq = (−q₂, q₁), a quarter turn in these coordinates. Inserting x = Jq in the line equation gives

v₁q₁ + v₂q₂ = q·v = 0.

Since H consists of multiples of v, this says that q annihilates H. So q is a spot of H exactly when Jq ∈ H. As J is a bijection, H has p spots.

**Counting.** If a beam q ≠ 0 is a spot of both H and K, then Jq is a nonzero site of both. Each is the line through Jq, so H = K. Distinct domains thus share only q = 0, and each adds p − 1 further spots:

number of spots = 1 + k(p − 1).

**Comparison with p × p.** The trivial subgroup is annihilated by all p² beams. A pattern equals this full set exactly when it has p² members:

1 + k(p − 1) = p² ⇔ k(p − 1) = (p + 1)(p − 1) ⇔ k = p + 1.

**How many domains exist.** Every nonzero site generates a subgroup of order p. Populate all such subgroups. A beam q ≠ 0 is then a spot of the domain generated by Jq, and q = 0 is a spot of every domain. The pattern is full, so by the count above the number of subgroups is p + 1.

## The smallest case, p = 2

There are three domains of order 2:

- {(0,0), (1,0)}, a (1×2) lattice with the extra spot (0, ½);
- {(0,0), (0,1)}, a (2×1) lattice with the extra spot (½, 0);
- {(0,0), (1,1)}, a c(2×2) lattice with the extra spot (½, ½).

One, two or three of them give 2, 3 or 4 spots, and only all three fill the (2×2) pattern. On a square substrate, (2×1) and (1×2) domains together still leave (½, ½) dark. On a hexagonal substrate, the three lattices are rotated copies of one another.

## The complete Lean file

```lean
import Mathlib

open Finset
open scoped Classical

namespace SuperlatticeDomains

noncomputable section

/-- Substrate sites modulo the `p × p` supercell; the same pairs label the beams `q / p`
modulo the substrate reciprocal lattice. -/
abbrev Cell (p : ℕ) := ZMod p × ZMod p

variable {p : ℕ} [Fact p.Prime]

/-- The dot product of a beam label and a site, modulo `p`. -/
def dot (q x : Cell p) : ZMod p := q.1 * x.1 + q.2 * x.2

/-- The annihilator of a domain lattice: beams whose phase is trivial on all its sites. -/
def spots (H : AddSubgroup (Cell p)) : Set (Cell p) := {q | ∀ x ∈ H, dot q x = 0}

/-- The kinematic amplitude of a domain: the sum of `exp (2πi q·x / p)` over its sites. -/
def amplitude (H : AddSubgroup (Cell p)) (q : Cell p) : ℂ :=
  ∑ x : H, ZMod.stdAddChar (dot q (x : Cell p))

/-- The incoherent sum of the domain intensities, weighted by the populations `w`. -/
def intensity (D : Finset (AddSubgroup (Cell p))) (w : AddSubgroup (Cell p) → ℝ)
    (q : Cell p) : ℝ :=
  ∑ H ∈ D, w H * ‖amplitude H q‖ ^ 2

/-- The combined pattern: all beams with nonzero total intensity. -/
def pattern (D : Finset (AddSubgroup (Cell p))) (w : AddSubgroup (Cell p) → ℝ) :
    Finset (Cell p) :=
  univ.filter fun q => intensity D w q ≠ 0

/-- On the annihilator all sites of the domain scatter in phase. -/
theorem amplitude_of_mem {H : AddSubgroup (Cell p)} {q : Cell p} (hq : q ∈ spots H) :
    amplitude H q = (Nat.card H : ℂ) := by
  have h : ∀ x : H, ZMod.stdAddChar (dot q (x : Cell p)) = (1 : ℂ) := fun x => by
    rw [hq x.1 x.2, AddChar.map_zero_eq_one]
  unfold amplitude
  rw [Finset.sum_congr rfl fun x _ => h x]
  simp [Nat.card_eq_fintype_card]

/-- Off the annihilator the waves from the sites of the domain cancel completely. -/
theorem amplitude_of_not_mem {H : AddSubgroup (Cell p)} {q : Cell p} (hq : q ∉ spots H) :
    amplitude H q = 0 := by
  simp only [spots, Set.mem_ofPred_eq, not_forall] at hq
  obtain ⟨y, hy, hne⟩ := hq
  have hχ : ZMod.stdAddChar (dot q y) ≠ (1 : ℂ) := fun h =>
    hne (ZMod.injective_stdAddChar (by rw [h, AddChar.map_zero_eq_one]))
  -- translating the domain by `y` multiplies the sum by a phase different from one
  have hs : ZMod.stdAddChar (dot q y) * amplitude H q = amplitude H q := by
    unfold amplitude
    rw [mul_sum]
    refine Fintype.sum_equiv (Equiv.addLeft (⟨y, hy⟩ : H)) _ _ fun x => ?_
    rw [← AddChar.map_add_eq_mul]
    congr 1
    simp only [dot, Equiv.coe_addLeft, AddSubgroup.coe_add, Prod.fst_add, Prod.snd_add]
    ring
  have h0 : (ZMod.stdAddChar (dot q y) - 1) * amplitude H q = 0 := by
    linear_combination hs
  exact (mul_eq_zero.mp h0).resolve_left (sub_ne_zero.mpr hχ)

/-- With positive populations, a beam is seen exactly when it lies on the annihilator of
at least one of the domains. -/
theorem mem_pattern {D : Finset (AddSubgroup (Cell p))} {w : AddSubgroup (Cell p) → ℝ}
    (hw : ∀ H ∈ D, 0 < w H) (q : Cell p) :
    q ∈ pattern D w ↔ ∃ H ∈ D, q ∈ spots H := by
  have e : q ∈ pattern D w ↔ intensity D w q ≠ 0 := by
    simp only [pattern, mem_filter, mem_univ, true_and]
  rw [e]
  unfold intensity
  constructor
  · intro h
    obtain ⟨H, hH, hne⟩ := exists_ne_zero_of_sum_ne_zero h
    refine ⟨H, hH, by_contra fun hq => hne ?_⟩
    simp [amplitude_of_not_mem hq]
  · rintro ⟨H, hH, hq⟩
    refine ne_of_gt (sum_pos' (fun K hK => mul_nonneg (hw K hK).le (sq_nonneg _)) ⟨H, hH, ?_⟩)
    rw [amplitude_of_mem hq]
    exact mul_pos (hw H hH)
      (pow_pos (norm_pos_iff.mpr (Nat.cast_ne_zero.mpr Nat.card_pos.ne')) 2)

/-- A domain lattice of order `p` is the line through any of its nonzero sites `v`. -/
theorem mem_iff_parallel {H : AddSubgroup (Cell p)} (hH : Nat.card H = p) {v : Cell p}
    (hv : v ∈ H) (hv0 : v ≠ 0) (x : Cell p) : x ∈ H ↔ v.1 * x.2 - v.2 * x.1 = 0 := by
  constructor
  · intro hx
    have hne : (⟨v, hv⟩ : H) ≠ 0 := fun h => hv0 (congrArg Subtype.val h)
    obtain ⟨n, hn⟩ := AddSubgroup.mem_zmultiples_iff.mp
      (mem_zmultiples_of_prime_card hH (g' := (⟨x, hx⟩ : H)) hne)
    have hx' : n • v = x := congrArg Subtype.val hn
    rw [← hx']
    simp only [Prod.smul_fst, Prod.smul_snd]
    simp only [zsmul_eq_mul]
    ring
  · intro h
    have key : ∀ c : ZMod p, (c * v.1, c * v.2) ∈ H := fun c => by
      have hc := H.nsmul_mem hv c.val
      have e : c.val • v = (c * v.1, c * v.2) := by
        refine Prod.ext ?_ ?_ <;> simp [nsmul_eq_mul]
      rwa [e] at hc
    by_cases h1 : v.1 = 0
    · have h2 : v.2 ≠ 0 := fun h2 => hv0 (Prod.ext h1 h2)
      have e : x = (x.2 / v.2 * v.1, x.2 / v.2 * v.2) := by
        refine Prod.ext ?_ (div_mul_cancel₀ _ h2).symm
        change x.1 = x.2 / v.2 * v.1
        rw [div_mul_eq_mul_div, eq_div_iff h2]
        linear_combination -h
      rw [e]
      exact key _
    · have e : x = (x.1 / v.1 * v.1, x.1 / v.1 * v.2) := by
        refine Prod.ext (div_mul_cancel₀ _ h1).symm ?_
        change x.2 = x.1 / v.1 * v.2
        rw [div_mul_eq_mul_div, eq_div_iff h1]
        linear_combination h
      rw [e]
      exact key _

/-- The quarter turn `(a, b) ↦ (-b, a)`. -/
def turn : Cell p ≃ Cell p where
  toFun q := (-q.2, q.1)
  invFun q := (q.2, -q.1)
  left_inv q := by simp
  right_inv q := by simp

/-- For a domain of order `p`, a beam is a spot exactly when its quarter turn is a site of
the domain. -/
theorem mem_spots_iff_turn {H : AddSubgroup (Cell p)} (hH : Nat.card H = p) (q : Cell p) :
    q ∈ spots H ↔ turn q ∈ H := by
  constructor
  · intro hq
    have : Nontrivial H := Finite.one_lt_card_iff_nontrivial.mp
      (by rw [hH]; exact (Fact.out : p.Prime).one_lt)
    obtain ⟨v, hv⟩ := exists_ne (0 : H)
    rw [mem_iff_parallel hH v.2 (fun h => hv (Subtype.ext h))]
    have h := hq v.1 v.2
    simp only [dot] at h
    simp only [turn, Equiv.coe_fn_mk]
    linear_combination h
  · intro hq x hx
    by_cases hx0 : x = 0
    · simp [dot, hx0]
    · have h := (mem_iff_parallel hH hx hx0 _).mp hq
      simp only [turn, Equiv.coe_fn_mk] at h
      simp only [dot]
      linear_combination h

/-- For `p ≥ 2`, the count `1 + k (p - 1)` reaches `p²` exactly at `k = p + 1`. -/
theorem count_eq_full_iff {p k : ℕ} (hp : 2 ≤ p) : 1 + k * (p - 1) = p * p ↔ k = p + 1 := by
  obtain ⟨m, rfl⟩ : ∃ m, p = m + 1 := ⟨p - 1, by omega⟩
  rw [Nat.add_sub_cancel]
  constructor
  · intro h
    exact Nat.eq_of_mul_eq_mul_right (show 0 < m by omega) (by linarith)
  · rintro rfl
    ring

/-- For `p` prime, `k ≥ 1` distinct domains of order `p` with positive populations give
`1 + k (p - 1)` spots. These are the spots of the `p × p` superstructure (the trivial
subgroup) exactly when `k = p + 1`. -/
theorem domain_pattern {D : Finset (AddSubgroup (Cell p))} {w : AddSubgroup (Cell p) → ℝ}
    (hD : D.Nonempty) (hcard : ∀ H ∈ D, Nat.card H = p) (hw : ∀ H ∈ D, 0 < w H) :
    (pattern D w).card = 1 + D.card * (p - 1) ∧
      (pattern D w = pattern {⊥} (fun _ => 1) ↔ D.card = p + 1) := by
  let S : AddSubgroup (Cell p) → Finset (Cell p) := fun H =>
    (univ.filter fun q => q ∈ spots H).erase 0
  have zero_mem : ∀ H : AddSubgroup (Cell p), (0 : Cell p) ∈ spots H := fun H x _ => by
    simp [dot]
  -- each domain contributes `p - 1` spots besides the origin
  have hS : ∀ H ∈ D, (S H).card = p - 1 := fun H hH => by
    have e := Nat.card_congr (turn.subtypeEquiv (mem_spots_iff_turn (hcard H hH)))
    have e' : Nat.card {q // q ∈ spots H} = p := e.trans (hcard H hH)
    rw [Nat.card_eq_fintype_card, Fintype.card_subtype] at e'
    rw [card_erase_of_mem (by simp [zero_mem H]), e']
  -- two domains sharing such a spot are the same line
  have hdis : ∀ H ∈ D, ∀ K ∈ D, H ≠ K → Disjoint (S H) (S K) := fun H hH K hK hne => by
    rw [Finset.disjoint_left]
    intro q h1 h2
    simp only [S, mem_erase, mem_filter, mem_univ, true_and] at h1 h2
    have t0 : turn q ≠ 0 := fun h => h1.1 (turn.injective
      (h.trans (Prod.ext (by simp [turn]) (by simp [turn]))))
    have a := (mem_spots_iff_turn (hcard H hH) q).mp h1.2
    have b := (mem_spots_iff_turn (hcard K hK) q).mp h2.2
    exact hne (AddSubgroup.ext fun x => (mem_iff_parallel (hcard H hH) a t0 x).trans
      (mem_iff_parallel (hcard K hK) b t0 x).symm)
  have hpat : pattern D w = insert 0 (D.biUnion S) := by
    ext q
    rw [mem_pattern hw]
    simp only [S, mem_insert, mem_biUnion, mem_erase, mem_filter, mem_univ, true_and]
    constructor
    · rintro ⟨H, hH, hq⟩
      by_cases h0 : q = 0
      · exact Or.inl h0
      · exact Or.inr ⟨H, hH, h0, hq⟩
    · rintro (rfl | ⟨H, hH, -, hq⟩)
      · exact ⟨hD.choose, hD.choose_spec, zero_mem _⟩
      · exact ⟨H, hH, hq⟩
  have hcount : (pattern D w).card = 1 + D.card * (p - 1) := by
    rw [hpat, card_insert_of_notMem (by simp [S]), card_biUnion hdis, sum_congr rfl hS,
      sum_const, smul_eq_mul, add_comm]
  -- the `p × p` superstructure lights up every beam
  have hfull : pattern {(⊥ : AddSubgroup (Cell p))} (fun _ => 1) = univ := by
    refine eq_univ_of_forall fun q => (mem_pattern (fun _ _ => one_pos) q).mpr
      ⟨⊥, mem_singleton_self _, fun x hx => ?_⟩
    rw [AddSubgroup.mem_bot.mp hx]
    simp [dot]
  refine ⟨hcount, ?_⟩
  rw [hfull, ← card_eq_iff_eq_univ, hcount, Fintype.card_prod, ZMod.card]
  exact count_eq_full_iff (Fact.out : p.Prime).two_le

/-- For `p` prime there are exactly `p + 1` different domain lattices of order `p`. -/
theorem card_domains : Nat.card {H : AddSubgroup (Cell p) // Nat.card H = p} = p + 1 := by
  have : Finite (AddSubgroup (Cell p)) :=
    Finite.of_injective (fun H => (H : Set (Cell p))) SetLike.coe_injective
  let _ := Fintype.ofFinite (AddSubgroup (Cell p))
  let D : Finset (AddSubgroup (Cell p)) := univ.filter fun H => Nat.card H = p
  have hD : ∀ H ∈ D, Nat.card H = p := fun H hH => (mem_filter.mp hH).2
  -- every nonzero site generates a domain of order `p`
  have gen : ∀ v : Cell p, v ≠ 0 → AddSubgroup.zmultiples v ∈ D := fun v hv => by
    refine mem_filter.mpr ⟨mem_univ _, ?_⟩
    rw [Nat.card_zmultiples]
    exact addOrderOf_eq_prime (by refine Prod.ext ?_ ?_ <;> simp [nsmul_eq_mul]) hv
  have h10 : ((1, 0) : Cell p) ≠ 0 := fun h => one_ne_zero (congrArg Prod.fst h)
  have hmain := domain_pattern (w := fun _ => 1) ⟨_, gen _ h10⟩ hD (fun _ _ => one_pos)
  have hall : pattern D (fun _ => 1) = univ := by
    refine eq_univ_of_forall fun q => (mem_pattern (fun _ _ => one_pos) q).mpr ?_
    by_cases h : turn q = 0
    · exact ⟨_, gen _ h10, (mem_spots_iff_turn (hD _ (gen _ h10)) q).mpr
        (by rw [h]; exact AddSubgroup.zero_mem _)⟩
    · exact ⟨_, gen _ h, (mem_spots_iff_turn (hD _ (gen _ h)) q).mpr
        (AddSubgroup.mem_zmultiples _)⟩
  have hc := hmain.1
  rw [hall, card_univ, Fintype.card_prod, ZMod.card] at hc
  rw [Nat.card_eq_fintype_card, Fintype.card_subtype]
  exact (count_eq_full_iff (Fact.out : p.Prime).two_le).mp hc.symm

end

end SuperlatticeDomains
```

```lean
#print axioms SuperlatticeDomains.domain_pattern
-- 'SuperlatticeDomains.domain_pattern' depends on axioms: [propext, Classical.choice, Quot.sound]
#print axioms SuperlatticeDomains.card_domains
-- 'SuperlatticeDomains.card_domains' depends on axioms: [propext, Classical.choice, Quot.sound]
```

## How the lemmas carry the argument

`amplitude_of_mem` and `amplitude_of_not_mem` evaluate the lattice sum. In the second, `ZMod.injective_stdAddChar` shows that the phase of y differs from 1, and `Fintype.sum_equiv` with `Equiv.addLeft` performs the translation. The factor (phase − 1) is then removed from a vanishing product.

`mem_pattern` identifies the pattern with the union of annihilators. A nonzero sum must have a nonzero term, which gives one direction. For the other, `sum_pos'` needs only nonnegative terms and one positive term.

`mem_iff_parallel` is the line equation. Mathlib's `mem_zmultiples_of_prime_card` supplies the fact that v generates H, and the converse splits on whether `v.1` is zero, as above. The map J is `turn`, and `mem_spots_iff_turn` relates spots to sites; in both directions `linear_combination` matches the dot product with the line equation.

`count_eq_full_iff` does the final arithmetic for any p ≥ 2, writing p = m + 1 to avoid subtraction of natural numbers.

In `domain_pattern`, `S H` is the set of spots of H without the origin. The step `hS` finds its size p − 1 through the bijection `turn`, and `hdis` shows that these sets are disjoint for different domains. The pattern is the origin together with their union (`hpat`), which yields `hcount`. The step `hfull` shows that the trivial subgroup lights up every beam, and `card_eq_iff_eq_univ` turns equality of patterns into equality of numbers.

`card_domains` applies that theorem to the set of all subgroups of order p. Its step `gen` shows that each nonzero site generates one, `hall` that every beam is then lit, and `count_eq_full_iff` returns p + 1.
